# With the higher determinant as reference, small-amplitude CCD for a two-determinant electron pair gives the excited state

## A converged amplitude of 1/3 and the wrong energy

A CCD calculation can converge quickly to a small amplitude and still report an excited-state energy as if it were the ground-state energy. I see this in the smallest example I can write down: one electron pair and two determinants. The reference has energy 0, the doubly excited determinant has energy $-8$, and the coupling between them is 3, in arbitrary units.

Starting from zero, the amplitude settles at $t = 1/3$ and the CCD energy at $+1$. Diagonalising the $2\times 2$ matrix gives the levels $-9$ and $+1$, so CCD has found the upper one. I had taken a small amplitude as a sign that I was on the ground state. Is this an accident of my numbers or my starting guess, or does it always happen when the reference is the higher determinant?

## The small amplitude follows the reference, not the ground state

It is no accident: in this two-determinant model, with the higher determinant as reference, every CCD solution with $|t|<1$ is the upper level. A small amplitude says that the state is dominated by the reference. If the reference is the higher determinant, that state is the upper level. For the iteration given below, the starting guess doesn't matter either, as long as it lies in $[-1,1]$ and the coupling is smaller in magnitude than half the energy difference between the determinants.

**The equation.** Let $\Phi_0$ be the reference, with energy zero, and $\Phi_2$ the doubly excited determinant, with energy $2D$. Let $K$ be their real coupling. Then

$$H=\begin{pmatrix}0&K\\K&2D\end{pmatrix}.$$

With one pair and one double excitation, the exponential ansatz ends after the linear term, so $\Psi=\Phi_0+t\,\Phi_2$. Projecting $H\Psi=E\Psi$ on $\Phi_0$ gives $E=Kt$. Projecting on $\Phi_2$ gives $K+2Dt=Et$. Eliminating $E$ leaves the CCD equation

$$r(t)=K+2Dt-Kt^2=0.$$

After normalisation the reference has weight $1/(1+t^2)$, so $|t|<1$ means that it carries more than half of the state.

**The levels.** The eigenvalues of $H$ satisfy $E^2-2DE-K^2=0$. At a CCD root, $Kt(2D-Kt)=K(2Dt-Kt^2)=-K^2$, so the polynomial factorises as

$$(E-Kt)\,(E-(2D-Kt))=0.$$

The levels are therefore $Kt$ and $2D-Kt$, placed symmetrically about $D$.

**Which level CCD finds.** Expanding both sides shows that

$$(D-Kt)(1-t^2)-D(1+t^2)=-t\,r(t).$$

The right side vanishes at a root. For $|t|<1$ the factors $1-t^2$ and $1+t^2$ are positive, so $D-Kt$ has the sign of $D$. If $D>0$, the CCD energy lies below the midpoint and is the lower level. If $D<0$, it lies above the midpoint and is the upper level. In your example $D=-4$ and $Kt=1$.

**One small root.** Let $D\neq0$. Since $r(-1)=-2D$ and $r(1)=2D$ have opposite signs, there is a root between $-1$ and $1$. Suppose there were two, $s\neq t$. Subtracting their equations gives $(s-t)(2D-K(s+t))=0$, hence $2D=K(s+t)$. Inserting this in $r(t)=0$ gives $K(1+st)=0$. Because $|st|<1$, it follows that $K=0$, and then $D=0$, a contradiction.

**The iteration.** Dividing the residual by the energy difference $2D$ and subtracting it from the amplitude gives the update

$$g(s)=s-\frac{r(s)}{2D}=\frac{K}{D}\,\frac{s^2-1}{2}.$$

Let $|K|<|D|$. If $|s|\le1$, then $|g(s)|\le1$, so the iteration stays in range. The small root satisfies $g(t)=t$, and therefore

$$g(s)-t=\frac{K}{D}\,\frac{s+t}{2}\,(s-t),\qquad |g(s)-t|\le\left|\frac{K}{D}\right||s-t|.$$

After $n$ steps the error is at most $|K/D|^n$ times the initial error, which tends to zero. For $D<0$ the energies converge to the upper level. Your numbers have $|K/D|=3/4$, so the bound applies. Near the root the convergence is faster than the bound: the error shrinks by a factor of about $|Kt/D|=1/4$ per step.

### What the theorems state

In the Lean file below, `pairH K D` is the matrix $H$. The set `levels K D` contains the real numbers $E$ for which $Hv=Ev$ has a nonzero real solution $v$. `IsLeast` and `IsGreatest` say that a number belongs to this set and bounds it from below or above. `ccdResidual` is $r$, `ccdStep` is $g$, and `(ccdStep K D)^[n] s` is the amplitude after $n$ steps from $s$.

- `small_amplitude_state` assumes only $D\neq0$. There is exactly one root with $|t|<1$; its energy is the lowest level if and only if $D>0$, and the highest if and only if $D<0$. The coupling may be zero, in which case the root is $t=0$.
- `iteration_converges` assumes $|K|<|D|$ and a start with $|s|\le1$, and concludes that the amplitudes converge to the small root.
- `nonaufbau_iteration_excited` adds $D<0$ and concludes that the energies $Kt_n$ converge to the highest level.

Two conventions need care. The letter $D$ stands for half the energy difference between the determinants, not for an orbital-energy gap, and "non-aufbau" means $D<0$ in that sense. Likewise, `ccdStep` divides by the full determinant difference $2D$, whereas many programs divide by orbital-energy differences, which defines another iteration.

The CCD equation enters as a definition; its derivation from the exponential ansatz is the short one above. The step left to the user is the reduction of a molecular calculation to two determinants and one amplitude. Within that one-amplitude model, the result has two practical consequences: a small converged amplitude does not by itself show that the ground state was found, and a non-aufbau reference can be chosen on purpose to reach the upper level.

```lean
import Mathlib

open Matrix Filter Topology

namespace NonAufbauPairCCD

noncomputable section

/-- The Hamiltonian of one electron pair in the basis of the reference and the doubly excited
determinant, with coupling `K`. The determinants have energies zero and `2 * D`. -/
def pairH (K D : ℝ) : Matrix (Fin 2) (Fin 2) ℝ := !![0, K; K, 2 * D]

/-- The energy levels of the pair: the eigenvalues of its Hamiltonian. -/
def levels (K D : ℝ) : Set ℝ := {E | ∃ v : Fin 2 → ℝ, v ≠ 0 ∧ pairH K D *ᵥ v = E • v}

/-- The residual of the CCD amplitude equation at the amplitude `t`. -/
def ccdResidual (K D t : ℝ) : ℝ := K + 2 * D * t - K * t ^ 2

/-- One step of a CCD iteration: the residual divided by the determinant energy difference `2 * D`
is subtracted from the amplitude. The domain is `D ≠ 0`. -/
def ccdStep (K D t : ℝ) : ℝ := t - ccdResidual K D t / (2 * D)

/-- The Schrödinger equation of the pair, written out in its two components. -/
theorem eigen_iff (K D E : ℝ) (v : Fin 2 → ℝ) :
    pairH K D *ᵥ v = E • v ↔
      K * v 1 = E * v 0 ∧ K * v 0 + 2 * D * v 1 = E * v 1 := by
  rw [funext_iff, Fin.forall_fin_two]
  simp [pairH, Matrix.mulVec, dotProduct, Fin.sum_univ_two]

/-- If `t` solves the CCD equation, the levels of the pair are the CCD energy `K * t` and
`2 * D - K * t`. -/
theorem mem_levels_iff {K D t : ℝ} (h : ccdResidual K D t = 0) (E : ℝ) :
    E ∈ levels K D ↔ E = K * t ∨ E = 2 * D - K * t := by
  unfold ccdResidual at h
  constructor
  · rintro ⟨v, hv, hE⟩
    obtain ⟨h0, h1⟩ := (eigen_iff K D E v).1 hE
    -- the secular polynomial annihilates both components of the eigenvector
    have e0 : (E ^ 2 - 2 * D * E - K ^ 2) * v 0 = 0 := by
      linear_combination (2 * D - E) * h0 - K * h1
    have e1 : (E ^ 2 - 2 * D * E - K ^ 2) * v 1 = 0 := by
      linear_combination -K * h0 - E * h1
    have hp : E ^ 2 - 2 * D * E - K ^ 2 = 0 := by
      by_contra hp
      apply hv
      ext i
      fin_cases i
      · exact (mul_eq_zero.1 e0).resolve_left hp
      · exact (mul_eq_zero.1 e1).resolve_left hp
    -- the CCD equation factorises it
    have hf : (E - K * t) * (E - (2 * D - K * t)) = 0 := by
      linear_combination hp + K * h
    rcases mul_eq_zero.1 hf with h2 | h2
    · exact Or.inl (sub_eq_zero.1 h2)
    · exact Or.inr (sub_eq_zero.1 h2)
  · rintro (rfl | rfl)
    · refine ⟨![1, t], fun hv => ?_, (eigen_iff _ _ _ _).2 ⟨?_, ?_⟩⟩
      · have h1 : (1 : ℝ) = 0 := congrFun hv 0
        exact one_ne_zero h1
      · change K * t = K * t * 1
        ring
      · change K * 1 + 2 * D * t = K * t * t
        linear_combination h
    · refine ⟨![-t, 1], fun hv => ?_, (eigen_iff _ _ _ _).2 ⟨?_, ?_⟩⟩
      · have h1 : (1 : ℝ) = 0 := congrFun hv 1
        exact one_ne_zero h1
      · change K * 1 = (2 * D - K * t) * (-t)
        linear_combination h
      · change K * (-t) + 2 * D * 1 = (2 * D - K * t) * 1
        ring

/-- At a CCD solution with `|t| < 1`, the CCD energy lies below the mean `D` of the two diagonal
energies if `D > 0`, and above it if `D < 0`. -/
theorem energy_side {K D t : ℝ} (ht : |t| < 1) (h : ccdResidual K D t = 0) :
    (0 < D → K * t < D) ∧ (D < 0 → D < K * t) := by
  unfold ccdResidual at h
  obtain ⟨hl, hr⟩ := abs_lt.1 ht
  have h1 : 0 < 1 - t ^ 2 := by nlinarith
  have gap : (D - K * t) * (1 - t ^ 2) = D * (1 + t ^ 2) := by
    linear_combination -t * h
  constructor
  · intro hD
    by_contra hc
    have h2 : 0 ≤ (K * t - D) * (1 - t ^ 2) := mul_nonneg (by linarith) h1.le
    have h3 : 0 < D * (1 + t ^ 2) := by positivity
    linarith
  · intro hD
    by_contra hc
    have h2 : 0 ≤ (D - K * t) * (1 - t ^ 2) := mul_nonneg (by linarith) h1.le
    have h3 : 0 < -D * (1 + t ^ 2) := mul_pos (by linarith) (by positivity)
    linarith

/-- For `D ≠ 0` the CCD equation has exactly one solution with `|t| < 1`. Its energy `K * t` is
the lowest level of the pair exactly when `D > 0`, and the highest exactly when `D < 0`. -/
theorem small_amplitude_state (K : ℝ) {D : ℝ} (hD : D ≠ 0) :
    (∃! t : ℝ, |t| < 1 ∧ ccdResidual K D t = 0) ∧
    ∀ t : ℝ, |t| < 1 → ccdResidual K D t = 0 →
      (IsLeast (levels K D) (K * t) ↔ 0 < D) ∧
      (IsGreatest (levels K D) (K * t) ↔ D < 0) := by
  constructor
  · -- existence: the residual has opposite signs at the amplitudes -1 and 1
    have hc : Continuous (ccdResidual K D) := by
      change Continuous (fun t : ℝ => K + 2 * D * t - K * t ^ 2)
      fun_prop
    have hm : ccdResidual K D (-1) = -2 * D := by unfold ccdResidual; ring
    have hp : ccdResidual K D 1 = 2 * D := by unfold ccdResidual; ring
    have hex : ∃ t ∈ Set.Ioo (-1 : ℝ) 1, ccdResidual K D t = 0 := by
      rcases lt_or_gt_of_ne hD with hn | hn
      · exact intermediate_value_Ioo' (by norm_num) hc.continuousOn
          ⟨by rw [hp]; linarith, by rw [hm]; linarith⟩
      · exact intermediate_value_Ioo (by norm_num) hc.continuousOn
          ⟨by rw [hm]; linarith, by rw [hp]; linarith⟩
    obtain ⟨t, ht, h⟩ := hex
    refine ⟨t, ⟨abs_lt.2 ht, h⟩, ?_⟩
    rintro s ⟨hs, h'⟩
    -- uniqueness: two different small roots would force K = 0 and then D = 0
    by_contra hne
    unfold ccdResidual at h h'
    have h1 : 2 * D - K * (s + t) = 0 := by
      apply (mul_eq_zero.1 _).resolve_left (sub_ne_zero.2 hne)
      linear_combination h' - h
    have h2 : K * (1 + s * t) = 0 := by linear_combination h - t * h1
    have h3 : |s * t| < 1 := by
      rw [abs_mul]
      nlinarith [abs_nonneg s, abs_nonneg t, abs_lt.2 ht]
    have h4 : K = 0 :=
      (mul_eq_zero.1 h2).resolve_right (by linarith [(abs_lt.1 h3).1])
    apply hD
    rw [h4] at h1
    linarith
  · intro t ht h
    obtain ⟨hpos, hneg⟩ := energy_side ht h
    have m1 := (mem_levels_iff h (K * t)).2 (Or.inl rfl)
    have m2 := (mem_levels_iff h (2 * D - K * t)).2 (Or.inr rfl)
    refine ⟨⟨fun hL => ?_, fun hd => ⟨m1, fun E hE => ?_⟩⟩,
      ⟨fun hG => ?_, fun hd => ⟨m1, fun E hE => ?_⟩⟩⟩
    · have h1 := hL.2 m2
      rcases lt_or_gt_of_ne hD with hn | hn
      · linarith [hneg hn]
      · exact hn
    · rcases (mem_levels_iff h E).1 hE with h1 | h1 <;> linarith [hpos hd]
    · have h1 := hG.2 m2
      rcases lt_or_gt_of_ne hD with hn | hn
      · exact hn
      · linarith [hpos hn]
    · rcases (mem_levels_iff h E).1 hE with h1 | h1 <;> linarith [hneg hd]

/-- For `D ≠ 0` and `|K| ≤ |D|`, a CCD step from an amplitude `|s| ≤ 1` stays in that range, and
its distance to a solution with `|t| < 1` is at most `|K / D|` times the old one. -/
theorem ccdStep_contracts {K D s t : ℝ} (hD : D ≠ 0) (hK : |K| ≤ |D|) (hs : |s| ≤ 1)
    (ht : |t| < 1) (h : ccdResidual K D t = 0) :
    |ccdStep K D s| ≤ 1 ∧ |ccdStep K D s - t| ≤ |K / D| * |s - t| := by
  have form : ∀ x, ccdStep K D x = K / D * ((x ^ 2 - 1) / 2) := by
    intro x
    unfold ccdStep ccdResidual
    field_simp
    ring
  have hq : |K / D| ≤ 1 := by
    rw [abs_div]
    exact div_le_one_of_le₀ hK (abs_nonneg _)
  obtain ⟨s1, s2⟩ := abs_le.1 hs
  obtain ⟨t1, t2⟩ := abs_lt.1 ht
  constructor
  · have h2 : |(s ^ 2 - 1) / 2| ≤ 1 := abs_le.2 ⟨by nlinarith, by nlinarith⟩
    rw [form, abs_mul]
    nlinarith [abs_nonneg (K / D), abs_nonneg ((s ^ 2 - 1) / 2)]
  · -- a solution is a fixed point of the step
    have hfix : t = K / D * ((t ^ 2 - 1) / 2) := by
      rw [← form t, ccdStep, h, zero_div, sub_zero]
    have hdiff : ccdStep K D s - t = K / D * ((s + t) / 2 * (s - t)) := by
      rw [form s]
      linear_combination -hfix
    have hst : |(s + t) / 2| ≤ 1 := abs_le.2 ⟨by linarith, by linarith⟩
    rw [hdiff, abs_mul, abs_mul]
    exact mul_le_mul_of_nonneg_left
      (mul_le_of_le_one_left (abs_nonneg _) hst) (abs_nonneg _)

/-- For `|K| < |D|` the CCD iteration, started at any amplitude `|s| ≤ 1`, converges to the
solution with `|t| < 1`. -/
theorem iteration_converges {K D s t : ℝ} (hK : |K| < |D|) (hs : |s| ≤ 1)
    (ht : |t| < 1) (h : ccdResidual K D t = 0) :
    Tendsto (fun n : ℕ => (ccdStep K D)^[n] s) atTop (𝓝 t) := by
  have hD0 : 0 < |D| := lt_of_le_of_lt (abs_nonneg K) hK
  have hD : D ≠ 0 := abs_pos.1 hD0
  have hq : |K / D| < 1 := by
    rw [abs_div, div_lt_iff₀ hD0, one_mul]
    exact hK
  have bound : ∀ n : ℕ, |(ccdStep K D)^[n] s| ≤ 1 ∧
      |(ccdStep K D)^[n] s - t| ≤ |K / D| ^ n * |s - t| := by
    intro n
    induction n with
    | zero => exact ⟨hs, by simp⟩
    | succ n ih =>
      rw [Function.iterate_succ_apply']
      obtain ⟨h1, h2⟩ := ccdStep_contracts hD hK.le ih.1 ht h
      refine ⟨h1, h2.trans ?_⟩
      calc |K / D| * |(ccdStep K D)^[n] s - t|
          ≤ |K / D| * (|K / D| ^ n * |s - t|) :=
            mul_le_mul_of_nonneg_left ih.2 (abs_nonneg _)
        _ = |K / D| ^ (n + 1) * |s - t| := by ring
  have hlim := (tendsto_pow_atTop_nhds_zero_of_lt_one (abs_nonneg (K / D)) hq).mul_const |s - t|
  rw [zero_mul] at hlim
  rw [tendsto_iff_norm_sub_tendsto_zero]
  exact squeeze_zero (fun n => norm_nonneg _) (fun n => (bound n).2) hlim

/-- With a non-aufbau reference, `D < 0`, and `|K| < |D|`, the energies of the CCD iteration
started at any amplitude `|s| ≤ 1` converge to the highest level of the pair. -/
theorem nonaufbau_iteration_excited {K D s : ℝ} (hD : D < 0) (hK : |K| < |D|)
    (hs : |s| ≤ 1) :
    ∃ E, IsGreatest (levels K D) E ∧
      Tendsto (fun n : ℕ => K * (ccdStep K D)^[n] s) atTop (𝓝 E) := by
  obtain ⟨hex, hstate⟩ := small_amplitude_state K hD.ne
  obtain ⟨t, ⟨ht, h⟩, -⟩ := hex
  exact ⟨K * t, (hstate t ht h).2.2 hD, (iteration_converges hK hs ht h).const_mul K⟩

end

end NonAufbauPairCCD
```

```lean
#print axioms NonAufbauPairCCD.small_amplitude_state
#print axioms NonAufbauPairCCD.nonaufbau_iteration_excited
```

```
'NonAufbauPairCCD.small_amplitude_state' depends on axioms: [propext, Classical.choice, Quot.sound]
'NonAufbauPairCCD.nonaufbau_iteration_excited' depends on axioms: [propext, Classical.choice, Quot.sound]
```

### From the algebra to the Lean proof

`eigen_iff` writes the matrix equation as its two components. `mem_levels_iff` uses them to identify the levels. In one direction, linear combinations of the two components show that the secular polynomial multiplies each entry of $v$ to zero. Since $v$ is not zero, the polynomial vanishes, and the CCD equation factorises it. In the other direction the proof supplies the eigenvectors $(1,t)$ and $(-t,1)$. They are unnormalised; dividing each by $\sqrt{1+t^2}$ gives the unit vectors.

`energy_side` contains the sign argument. Its identity `gap` is the one derived above, obtained by `linear_combination -t * h`, where `h` is the CCD equation. Each sign of $D$ is then treated by contradiction: if $Kt$ lay on the wrong side of $D$, the two sides of `gap` would have incompatible signs.

In `small_amplitude_state`, existence comes from the intermediate value theorem, in two versions because the residual goes from negative to positive for $D>0$ and from positive to negative for $D<0$. The uniqueness part follows the calculation with two roots: `h1` is $2D-K(s+t)=0$, `h2` is $K(1+st)=0$, and `h3` is $|st|<1$. For the equivalences, `m1` and `m2` record that $Kt$ and $2D-Kt$ are both levels. If $Kt$ is the lowest, it cannot exceed $2D-Kt$, and `energy_side` then excludes $D<0$. Conversely, for $D>0$ the same lemma places $Kt$ below the other level. The statement about the highest level is proved in the same way.

`ccdStep_contracts` first proves the closed form of the update (`form`), then the fixed-point equation (`hfix`) and the difference formula (`hdiff`). The bound $|(s+t)/2|\le1$ completes the estimate. This lemma also admits $|K|=|D|$, where the distance to the root does not grow but the bound no longer forces convergence.

`iteration_converges` proves by induction that every iterate stays in $[-1,1]$ and obeys the geometric error bound. Both claims are carried together, because the next contraction step needs the current amplitude to be in range. The error is then squeezed between zero and a sequence that tends to zero. Finally, `nonaufbau_iteration_excited` takes the small root from `small_amplitude_state`, multiplies the convergent amplitudes by $K$, and identifies the limit as the highest level.
